# A jellium density-wave energy with K < 0 is positive definite exactly when every q² < 4π/|K|

## A gas that would rather clump

Jellium is a gas of electrons moving in a uniform positive background that makes the whole system neutral. At low density, exchange can outweigh the kinetic energy in the equation of state, and the compressibility of the gas then becomes negative. For an ordinary neutral fluid this signals a collapse: small density modulations of sufficiently long wavelength lower the energy, and the fluid separates into dense and dilute regions.

In jellium the background is rigid. When electrons gather in one place, the positive charge does not follow them, so the modulation creates regions of net charge and costs electrostatic energy. The question is which density waves this cost stabilizes. In the local model used here, the answer is the long ones, with a sharp limit on the wavenumber.

## The energy of a small density wave

Take a large periodic box of volume V, use Hartree atomic units, and let ρ₀ be the uniform electron density. Suppose that everything except the classical electrostatic energy is described by a local energy density f(ρ). Modulate the density by finitely many waves that fit the periodic box, labelled by i, with wavevectors **q**_i of length q_i > 0 and complex amplitudes n_i:

δρ(**r**) = ∑_i (n_i exp(i **q**_i·**r**) + complex conjugate)

In the exponent, the i that is not a subscript is the imaginary unit. The wavevectors are distinct and no two of them are opposite, so each real wave is counted once.

The terms of first order in δρ vanish, because the modulation averages to zero and the unperturbed system is neutral everywhere. To second order, the local energy contributes

½ f″(ρ₀) ∫ δρ² = V f″(ρ₀) ∑_i |n_i|²

and the Coulomb interaction, whose Fourier transform is 4π/q², contributes

V ∑_i (4π/q_i²) |n_i|²

With K = f″(ρ₀), the energy change per volume is therefore

E(n) = ∑_i (4π/q_i² + K) |n_i|²

The constant K is the local stiffness. It is related to the compressibility κ of the neutral gas, in which the background follows the electrons, by 1/κ = ρ₀² K. Negative K thus means negative compressibility.

## What is claimed, and how Lean says it

Let K < 0 and let all q_i be positive. Then

E(n) > 0 for every n ≠ 0 ⇔ q_i² < 4π/|K| for every i

This is the theorem `densityEnergy_pos_iff`. Its ingredients correspond to the physics as follows.

- `ι` is the finite set of mode labels. Wavevectors enter only through their lengths, given by `q : ι → ℝ`, and several modes may have the same length.
- `n : ι → ℂ` is the vector of amplitudes. The condition `n ≠ 0` says that at least one mode is excited.
- `modeStiffness K q` is 4π/q² + K, the energy cost per squared amplitude of one wave.
- `densityEnergy K q n` is E(n), in the normalisation above and without the factor V.
- `hK : K < 0` is the negative compressibility, and `hq` says that every wavenumber is positive. A wave with q = 0 would change the number of electrons and is not a modulation at all.

The theorem starts from the quadratic energy; the expansion that leads to it is the physical argument given above. The sign of K is likewise assumed and not computed from exchange and correlation. The model also gives K the same value at all wavelengths, which is reasonable for slow modulations. In the real gas the stiffness depends on q, and at short wavelengths the kinetic energy resists modulation strongly. An instability that the model predicts at large q therefore need not occur in the real gas.

For electronic structure, the theorem tells when, for K < 0, the uniform density is stable to second order against a finite set of density waves, in a functional that adds the Hartree energy to kinetic, exchange and correlation energies that are all local, as in Thomas–Fermi theory with local exchange. It does not describe a Kohn–Sham calculation in the local density approximation, where the kinetic energy is not a local function of the density.

## The derivation

**One mode.** Write s(q) = 4π/q² + K. Since K < 0, we have K = −|K|, and s(q) > 0 means

4π/q² > |K|

Multiplying by q² > 0 and dividing by |K| > 0 gives

q² < 4π/|K|

The same steps with the inequalities reversed show that s(q) < 0 exactly when q² > 4π/|K|.

**Positive energy forces the bound.** Suppose E(n) > 0 for every nonzero n. Fix a mode i and excite it alone, with amplitude 1. (A physical wave must be small enough to keep the density positive, but E is quadratic, so its sign is the same for a small wave as for amplitude 1.) All other terms vanish, and the energy is s(q_i). It is positive by assumption, so q_i² < 4π/|K|. Since i was arbitrary, the bound holds for all modes.

**The bound gives positive energy.** Suppose q_i² < 4π/|K| for every i. Then every s(q_i) is positive, and every term s(q_i)|n_i|² is at least zero. If n ≠ 0, some amplitude n_i is nonzero, and its term is strictly positive. The sum is then positive.

## What the background contributes, and where it fails

Remove the Coulomb term, as if the background moved with the electrons and kept the gas neutral everywhere. What remains is

K ∑_i |n_i|²

which is negative for every nonzero n. Within the model, then, the stability of the long waves comes entirely from the electrostatic cost.

Beyond the limit that cost is too small. If some q_i² > 4π/|K|, a wave in that mode alone has negative energy. Conversely, if no mode lies beyond the limit, every term is nonnegative and no combination of these modes can make the quadratic energy negative. Exactly at the limit, q_i² = 4π/|K|, the stiffness is

4π/(4π/|K|) + K = |K| + K = 0

so in this quadratic energy a wave in that mode costs nothing at any amplitude. This is why the inequality in the main theorem is strict.

There is also a quantitative version. Suppose that q_i ≤ Q for all i. Since 4π/q² decreases as q grows, s(q_i) ≥ s(Q) for each mode, and therefore

E(n) ≥ (4π/Q² + K) ∑_i |n_i|²

When Q² < 4π/|K|, the factor in front is positive, and the energy grows at least in proportion to the total squared amplitude. The lower bound itself holds for either sign of K.

## The smallest cases, and a gas in a plane

With a single mode, the theorem reduces to the one-mode criterion. With no modes at all, there is no nonzero amplitude vector and no wavenumber to test, so both sides of the equivalence hold trivially.

As K approaches zero from below, the limit 4π/|K| grows without bound, and any fixed finite set of waves eventually becomes stable. For a fixed negative K, on the other hand, sufficiently short waves always lie beyond the limit, so the set of modes under consideration matters.

The same argument applies to electrons confined to a plane and interacting through 1/r. The Fourier transform of the interaction is then 2π/q, and the condition for stability becomes q_i < 2π/|K| for every i. This planar variant is not part of the Lean file.

## The Lean file

```lean
import Mathlib

open scoped Real

namespace JelliumDensityStability

noncomputable section

variable {ι : Type*} [Fintype ι]

/-- Stiffness of a density wave of wavenumber `q`: the Coulomb term `4π/q²` plus the
local term `K`. -/
def modeStiffness (K q : ℝ) : ℝ := 4 * π / q ^ 2 + K

/-- Energy of a density modulation with complex amplitudes `n i` at wavenumbers `q i`. -/
def densityEnergy (K : ℝ) (q : ι → ℝ) (n : ι → ℂ) : ℝ :=
  ∑ i, modeStiffness K (q i) * ‖n i‖ ^ 2

/-- For negative `K`, a mode with `q > 0` has positive stiffness exactly when `q² < 4π/|K|`. -/
theorem modeStiffness_pos_iff {K q : ℝ} (hK : K < 0) (hq : 0 < q) :
    0 < modeStiffness K q ↔ q ^ 2 < 4 * π / |K| := by
  have hq2 : 0 < q ^ 2 := pow_pos hq 2
  have h1 : 0 < modeStiffness K q ↔ -K < 4 * π / q ^ 2 := by
    unfold modeStiffness
    constructor <;> intro h <;> linarith
  rw [h1, lt_div_iff₀ hq2, abs_of_neg hK, lt_div_iff₀ (neg_pos.2 hK), mul_comm (-K) (q ^ 2)]

/-- For negative `K`, a mode with `q > 0` has negative stiffness exactly when `q² > 4π/|K|`. -/
theorem modeStiffness_neg_iff {K q : ℝ} (hK : K < 0) (hq : 0 < q) :
    modeStiffness K q < 0 ↔ 4 * π / |K| < q ^ 2 := by
  have hq2 : 0 < q ^ 2 := pow_pos hq 2
  have h1 : modeStiffness K q < 0 ↔ 4 * π / q ^ 2 < -K := by
    unfold modeStiffness
    constructor <;> intro h <;> linarith
  rw [h1, div_lt_iff₀ hq2, abs_of_neg hK, div_lt_iff₀ (neg_pos.2 hK), mul_comm (-K) (q ^ 2)]

/-- A density wave in the single mode `i` with amplitude `a` has energy equal to the
stiffness of that mode times `|a|²`. -/
theorem densityEnergy_single [DecidableEq ι] (K : ℝ) (q : ι → ℝ) (i : ι) (a : ℂ) :
    densityEnergy K q (Pi.single i a) = modeStiffness K (q i) * ‖a‖ ^ 2 := by
  unfold densityEnergy
  rw [Finset.sum_eq_single i]
  · rw [Pi.single_eq_same]
  · intro j _ hj
    simp [Pi.single_eq_of_ne hj]
  · intro h
    exact absurd (Finset.mem_univ i) h

/-- For negative `K` and positive wavenumbers, the energy is positive for every nonzero density
modulation if and only if every wavenumber satisfies `q² < 4π/|K|`. -/
theorem densityEnergy_pos_iff {K : ℝ} (hK : K < 0) {q : ι → ℝ} (hq : ∀ i, 0 < q i) :
    (∀ n : ι → ℂ, n ≠ 0 → 0 < densityEnergy K q n) ↔ ∀ i, q i ^ 2 < 4 * π / |K| := by
  classical
  constructor
  · -- test the energy on a wave of unit amplitude in one mode
    intro h i
    have hne : (Pi.single i 1 : ι → ℂ) ≠ 0 := by
      intro h0
      have h1 := congrFun h0 i
      simp at h1
    have h2 := h _ hne
    rw [densityEnergy_single, norm_one, one_pow, mul_one] at h2
    exact (modeStiffness_pos_iff hK (hq i)).1 h2
  · -- every term is nonnegative, and an excited mode contributes a positive one
    intro h n hn
    have hs : ∀ i, 0 < modeStiffness K (q i) := fun i =>
      (modeStiffness_pos_iff hK (hq i)).2 (h i)
    obtain ⟨i, hi⟩ := Function.ne_iff.1 hn
    have hi' : n i ≠ 0 := hi
    exact Finset.sum_pos' (fun j _ => mul_nonneg (hs j).le (sq_nonneg _))
      ⟨i, Finset.mem_univ i, mul_pos (hs i) (pow_pos (norm_pos_iff.2 hi') 2)⟩

/-- With the Coulomb term removed and `K` negative, every nonzero density modulation has
negative energy. -/
theorem localEnergy_neg {K : ℝ} (hK : K < 0) {n : ι → ℂ} (hn : n ≠ 0) :
    ∑ i, K * ‖n i‖ ^ 2 < 0 := by
  obtain ⟨i, hi⟩ := Function.ne_iff.1 hn
  have hi' : n i ≠ 0 := hi
  have hpos : 0 < ∑ j, ‖n j‖ ^ 2 :=
    Finset.sum_pos' (fun j _ => sq_nonneg _)
      ⟨i, Finset.mem_univ i, pow_pos (norm_pos_iff.2 hi') 2⟩
  rw [← Finset.mul_sum]
  exact mul_neg_of_neg_of_pos hK hpos

/-- For negative `K` and positive wavenumbers, some density modulation has negative energy if and
only if some wavenumber satisfies `q² > 4π/|K|`. -/
theorem exists_densityEnergy_neg_iff {K : ℝ} (hK : K < 0) {q : ι → ℝ}
    (hq : ∀ i, 0 < q i) :
    (∃ n : ι → ℂ, densityEnergy K q n < 0) ↔ ∃ i, 4 * π / |K| < q i ^ 2 := by
  classical
  constructor
  · rintro ⟨n, hn⟩
    by_contra hc
    -- without a mode beyond the threshold all terms are nonnegative
    have h0 : 0 ≤ densityEnergy K q n :=
      Finset.sum_nonneg fun i _ => mul_nonneg
        (not_lt.1 fun h => hc ⟨i, (modeStiffness_neg_iff hK (hq i)).1 h⟩) (sq_nonneg _)
    exact not_lt_of_ge h0 hn
  · rintro ⟨i, hi⟩
    refine ⟨Pi.single i 1, ?_⟩
    rw [densityEnergy_single, norm_one, one_pow, mul_one]
    exact (modeStiffness_neg_iff hK (hq i)).2 hi

/-- For negative `K`, a density wave in a mode with `q² = 4π/|K|` exactly costs no energy, whatever
its amplitude. -/
theorem densityEnergy_marginal [DecidableEq ι] {K : ℝ} (hK : K < 0) {q : ι → ℝ} {i : ι}
    (hi : q i ^ 2 = 4 * π / |K|) (a : ℂ) :
    densityEnergy K q (Pi.single i a) = 0 := by
  have hK0 : K ≠ 0 := hK.ne
  have hpi : π ≠ 0 := Real.pi_ne_zero
  have h : 4 * π / (4 * π / (-K)) = -K := by field_simp
  rw [densityEnergy_single, modeStiffness, hi, abs_of_neg hK, h, neg_add_cancel, zero_mul]

/-- If all wavenumbers are positive and none exceeds `Q`, the energy is at least the stiffness at
`Q` times the total squared amplitude. -/
theorem densityEnergy_lower_bound (K : ℝ) {q : ι → ℝ} (hq : ∀ i, 0 < q i) {Q : ℝ}
    (hQ : ∀ i, q i ≤ Q) (n : ι → ℂ) :
    modeStiffness K Q * ∑ i, ‖n i‖ ^ 2 ≤ densityEnergy K q n := by
  unfold densityEnergy
  rw [Finset.mul_sum]
  refine Finset.sum_le_sum fun i _ => mul_le_mul_of_nonneg_right ?_ (sq_nonneg _)
  -- the Coulomb stiffness decreases with the wavenumber
  have hqi := hq i
  have hQi := hQ i
  have h : 4 * π / Q ^ 2 ≤ 4 * π / q i ^ 2 := by gcongr
  unfold modeStiffness
  linarith

end

end JelliumDensityStability
```

```lean
#print axioms JelliumDensityStability.densityEnergy_pos_iff
#print axioms JelliumDensityStability.exists_densityEnergy_neg_iff
#print axioms JelliumDensityStability.densityEnergy_marginal
#print axioms JelliumDensityStability.densityEnergy_lower_bound
```

```
'JelliumDensityStability.densityEnergy_pos_iff' depends on axioms: [propext, Classical.choice, Quot.sound]
'JelliumDensityStability.exists_densityEnergy_neg_iff' depends on axioms: [propext, Classical.choice, Quot.sound]
'JelliumDensityStability.densityEnergy_marginal' depends on axioms: [propext, Classical.choice, Quot.sound]
'JelliumDensityStability.densityEnergy_lower_bound' depends on axioms: [propext, Classical.choice, Quot.sound]
```

## How the proof follows the derivation

**The one-mode criteria.** `modeStiffness_pos_iff` and `modeStiffness_neg_iff` carry out the algebra for s(q). In each, the auxiliary statement `h1` moves K to the other side of the inequality, with `linarith` proving both directions. The rewrites with `lt_div_iff₀` or `div_lt_iff₀` then clear the denominators q² and −K, which is allowed because both are positive. `abs_of_neg hK` replaces |K| by −K. After that the two sides differ only in the order of a product, which `mul_comm` settles.

**The test wave.** `Pi.single i a` is the amplitude vector with value a at mode i and zero elsewhere. `densityEnergy_single` shows that its energy is s(q_i)|a|², by reducing the sum to its one surviving term with `Finset.sum_eq_single`.

**The main theorem.** In the forward direction of `densityEnergy_pos_iff`, the test wave has amplitude 1. The proof first checks that this vector is nonzero, by looking at its i-th component, and then applies the assumed positivity. The rewrite with `densityEnergy_single` leaves the stiffness alone, and the one-mode criterion turns its sign into the bound on q_i.

In the reverse direction, `hs` records that all stiffnesses are positive. `Function.ne_iff` extracts from `n ≠ 0` a mode with nonzero amplitude. `Finset.sum_pos'` then asks for the two things used in the derivation: every term is nonnegative, and at least one is positive.

**The local term alone.** `localEnergy_neg` uses the same lemma to show that ∑_i |n_i|² is positive when n ≠ 0. It then takes the common factor K out of the sum and concludes that a negative number times a positive one is negative.

**Unstable and marginal modes.** `exists_densityEnergy_neg_iff` is proved in one direction by contradiction: if no wavenumber lies beyond the limit, no stiffness is negative, so the energy is nonnegative, contrary to the assumption. In the other direction, the unit wave in the offending mode supplies the modulation of negative energy. `densityEnergy_marginal` substitutes the threshold value of q_i² into the stiffness. The nested fraction is simplified by `field_simp`, and the result cancels against K.

**The lower bound.** `densityEnergy_lower_bound` takes the factor s(Q) inside the sum and compares the two sums term by term with `Finset.sum_le_sum`. Since the squared amplitudes are nonnegative, only s(Q) ≤ s(q_i) remains to be shown. `gcongr` obtains the Coulomb part of this from 0 < q_i ≤ Q, and `linarith` adds K to both sides.
